# A repulsive rectangular barrier thinned at fixed area tends to a delta scatterer

Replace a narrow barrier by a delta scatterer without knowing which strength belongs to it, and the computed transmission can be wrong however thin the barrier is. Thinning at fixed height makes the barrier disappear; letting the height grow as the inverse square of the width makes the slope jump diverge. The problems below find the scaling between these cases, for one non-interacting particle in one dimension at fixed energy, and identify the strength of the limiting point scatterer as the area of the barrier. For a barrier of given width the replacement by a point is an approximation, reasonable when the width is small against both the decay length inside and the wavelength outside.

## Barrier, point scatterer and plane waves

```lean
import Mathlib

open Filter Topology Matrix

namespace BarrierToDelta

noncomputable section
```

Take the same mass $m$ inside and outside the barrier and units with $\hbar^2/2m=1$, so that the energy is $k^2$ and the stationary Schrödinger equation reads $\psi''=(V-k^2)\psi$, with $k$ the wave number outside the barrier. Inside a barrier of width $a$ and constant height $V>k^2$ this is $\psi''=q^2\psi$ with $q=\sqrt{V-k^2}$. Transfer matrices act on the column $(\psi,\psi')$, and their indices run over 0 and 1. The barrier matrix is

$$B(q,a)=\begin{pmatrix}\cosh qa & \sinh(qa)/q\\ q\sinh qa & \cosh qa\end{pmatrix}.$$

```lean
/-- Transfer matrix of a rectangular barrier of width `a` with decay constant `q`,
acting on the pair (wave function, slope). -/
def barrierMatrix (q a : ℝ) : Matrix (Fin 2) (Fin 2) ℝ :=
  !![Real.cosh (q * a), Real.sinh (q * a) / q; q * Real.sinh (q * a), Real.cosh (q * a)]
```

A point scatterer of strength $s$, the potential $s\,\delta(x)$, leaves $\psi$ continuous and adds $s\psi$ to the slope. This jump rule is taken as the definition of $D(s)$, `deltaMatrix s`.

```lean
/-- Transfer matrix of a point scatterer: the wave function is continuous and its slope
jumps by `s` times its value. -/
def deltaMatrix (s : ℝ) : Matrix (Fin 2) (Fin 2) ℝ := !![1, 0; s, 1]
```

The height is $V=2c/a$, so the area $Va=2c$ stays fixed as $a$ shrinks.

```lean
/-- Decay constant at wave number `k` inside a barrier of width `a` and height `2c/a`. -/
def decayConstant (c k a : ℝ) : ℝ := √(2 * c / a - k ^ 2)
```

`Matches M k r t` says that $M$ joins $e^{ikx}+re^{-ikx}$, taken at the left edge $x=0$, to a wave with value $t$ and slope $ikt$ at the right edge, which is outgoing for $k>0$. Measuring $t$ there fixes its phase and does not affect $|t|^2$.

```lean
/-- Matching of `exp(ikx) + r exp(-ikx)` on the left to an outgoing wave on the right, whose
value at the right edge is `t`, through a scatterer with transfer matrix `M`. -/
def Matches (M : Matrix (Fin 2) (Fin 2) ℝ) (k : ℝ) (r t : ℂ) : Prop :=
  (M 0 0 : ℂ) * (1 + r) + M 0 1 * (Complex.I * k * (1 - r)) = t ∧
  (M 1 0 : ℂ) * (1 + r) + M 1 1 * (Complex.I * k * (1 - r)) = Complex.I * k * t
```

## (a) Value and slope across the barrier

Let $q\neq0$, and let the real functions $\psi,\varphi$ satisfy $\psi'=\varphi$ and $\varphi'=q^2\psi$ on the real line. Show that

$$\begin{pmatrix}\psi(a)\\ \varphi(a)\end{pmatrix}=B(q,a)\begin{pmatrix}\psi(0)\\ \varphi(0)\end{pmatrix}.$$

Set $F=q\cosh(qx)\,\psi-\sinh(qx)\,\varphi$ and $G=\cosh(qx)\,\varphi-q\sinh(qx)\,\psi$. Then

$$F'=q^2\sinh(qx)\,\psi+q\cosh(qx)\,\varphi-q\cosh(qx)\,\varphi-q^2\sinh(qx)\,\psi=0,$$

$$G'=q\sinh(qx)\,\varphi+q^2\cosh(qx)\,\psi-q^2\cosh(qx)\,\psi-q\sinh(qx)\,\varphi=0.$$

Hence $F(a)=q\psi(0)$ and $G(a)=\varphi(0)$. Since $\cosh^2-\sinh^2=1$,

$$q\psi(a)=\cosh(qa)F(a)+\sinh(qa)G(a),\qquad \varphi(a)=\sinh(qa)F(a)+\cosh(qa)G(a).$$

Inserting the constants and dividing the first equation by $q$ gives the claim. A scattering wave obeys the barrier equation only between the edges, but there it coincides with the solution on the whole line that has the same value and slope at $x=0$, so the relation holds for it too. Since $q$ and $B$ are real, a complex wave is covered by applying the relation to its real and imaginary parts. In the code, `hF` and `hG` are the two vanishing derivatives, and the `linear_combination` steps invert the system.

```lean
/-- For `q ≠ 0`, the barrier matrix carries the value and slope of every real solution of `ψ'' = q²
ψ` from `0` to `a`. -/
theorem barrier_propagates {q : ℝ} (hq : q ≠ 0) {ψ φ : ℝ → ℝ}
    (hψ : ∀ x, HasDerivAt ψ (φ x) x) (hφ : ∀ x, HasDerivAt φ (q ^ 2 * ψ x) x) (a : ℝ) :
    ![ψ a, φ a] = barrierMatrix q a *ᵥ ![ψ 0, φ 0] := by
  have hc (x : ℝ) : HasDerivAt (fun y => Real.cosh (q * y)) (q * Real.sinh (q * x)) x :=
    ((hasDerivAt_id' x).const_mul q).cosh.congr_deriv (by ring)
  have hs (x : ℝ) : HasDerivAt (fun y => Real.sinh (q * y)) (q * Real.cosh (q * x)) x :=
    ((hasDerivAt_id' x).const_mul q).sinh.congr_deriv (by ring)
  -- two combinations of value and slope that are constant along the solution
  have hF (x : ℝ) : HasDerivAt
      (fun y => q * (Real.cosh (q * y) * ψ y) - Real.sinh (q * y) * φ y) 0 x :=
    ((((hc x).fun_mul (hψ x)).const_mul q).fun_sub ((hs x).fun_mul (hφ x))).congr_deriv
      (by ring)
  have hG (x : ℝ) : HasDerivAt
      (fun y => Real.cosh (q * y) * φ y - q * (Real.sinh (q * y) * ψ y)) 0 x :=
    (((hc x).fun_mul (hφ x)).fun_sub (((hs x).fun_mul (hψ x)).const_mul q)).congr_deriv
      (by ring)
  have e1 := is_const_of_deriv_eq_zero (fun x => (hF x).differentiableAt)
    (fun x => (hF x).deriv) a 0
  have e2 := is_const_of_deriv_eq_zero (fun x => (hG x).differentiableAt)
    (fun x => (hG x).deriv) a 0
  simp only [mul_zero, Real.cosh_zero, Real.sinh_zero, one_mul, zero_mul, sub_zero] at e1 e2
  have hcs := Real.cosh_sq (q * a)
  have p1 : q * ψ a = q * Real.cosh (q * a) * ψ 0 + Real.sinh (q * a) * φ 0 := by
    linear_combination Real.cosh (q * a) * e1 + Real.sinh (q * a) * e2 - q * ψ a * hcs
  have p2 : φ a = q * Real.sinh (q * a) * ψ 0 + Real.cosh (q * a) * φ 0 := by
    linear_combination Real.sinh (q * a) * e1 + Real.cosh (q * a) * e2 - φ a * hcs
  have p0 : ψ a = Real.cosh (q * a) * ψ 0 + Real.sinh (q * a) / q * φ 0 := by
    field_simp
    linear_combination p1
  ext i
  fin_cases i
  · simpa [barrierMatrix, Matrix.mulVec, dotProduct, Fin.sum_univ_two] using p0
  · simpa [barrierMatrix, Matrix.mulVec, dotProduct, Fin.sum_univ_two] using p2
```

## (b) The determinant

For $q\neq0$, show that $\det B(q,a)=1$.

The factors $q$ and $1/q$ cancel in the off-diagonal product, which leaves $\cosh^2(qa)-\sinh^2(qa)=1$.

```lean
/-- The barrier matrix has determinant one. -/
theorem barrier_det {q : ℝ} (hq : q ≠ 0) (a : ℝ) : (barrierMatrix q a).det = 1 := by
  have h : Real.sinh (q * a) / q * (q * Real.sinh (q * a)) = Real.sinh (q * a) ^ 2 := by
    field_simp
  rw [barrierMatrix, Matrix.det_fin_two_of, h]
  linear_combination Real.cosh_sq (q * a)
```

## (c) Two bounds on the hyperbolic sine

For $x\ge0$, show that $x\le\sinh x\le xe^x$.

The function $\sinh x-x$ vanishes at zero and has derivative $\cosh x-1\ge0$, which gives the lower bound. For the upper one, multiply $e^{-2x}\ge1-2x$ by $e^x$ to get $e^{-x}\ge e^x-2xe^x$. Therefore $\sinh x=(e^x-e^{-x})/2\le xe^x$.

```lean
/-- For `x ≥ 0` the hyperbolic sine lies between `x` and `x exp x`. -/
theorem sinh_bounds {x : ℝ} (hx : 0 ≤ x) :
    x ≤ Real.sinh x ∧ Real.sinh x ≤ x * Real.exp x := by
  refine ⟨Real.self_le_sinh_iff.2 hx, ?_⟩
  have h := mul_le_mul_of_nonneg_left (Real.add_one_le_exp (-2 * x)) (Real.exp_pos x).le
  have e : Real.exp x * Real.exp (-2 * x) = Real.exp (-x) := by
    rw [← Real.exp_add]
    congr 1
    ring
  rw [e] at h
  rw [Real.sinh_eq]
  linarith
```

## (d) Which families of barriers converge

Let $q(a)>0$ for all sufficiently small $a>0$. Show that, as $a\to0^+$,

$$B(q(a),a)\to D(s)\text{ entrywise}\iff q(a)^2a\to s.$$

Write $x=qa$. Multiplying (c) by $q$ gives

$$q^2a\le q\sinh x\le q^2a\,e^x.$$

Suppose the matrices converge. Their lower left entry gives $q\sinh x\to s$, so $0\le x^2=a\,(q^2a)\le a\,q\sinh x\to0$ and $x\to0$. Then $e^{-x}q\sinh x\le q^2a\le q\sinh x$ squeezes $q^2a$ to $s$.

Conversely, suppose $q^2a\to s$. Then $x^2=a\,(q^2a)\to0$, so $x\to0$ and $\cosh x\to1$. Also $0\le\sinh(x)/q\le ae^x\to0$, and the displayed bounds give $q\sinh x\to s$.

In Lean, `𝓝[>] 0` is the approach to zero from above and `∀ᶠ` means "for all sufficiently small $a>0$". The helper `root` passes from $x^2\to0$ to $x\to0$.

```lean
/-- A family of ever thinner barriers with decay constants `q(a) > 0` converges entrywise to
a point scatterer of strength `s` exactly when `q(a)² a` tends to `s`. -/
theorem barrier_tendsto_delta_iff {q : ℝ → ℝ} {s : ℝ} (hq : ∀ᶠ a in 𝓝[>] 0, 0 < q a) :
    (∀ i j, Tendsto (fun a => barrierMatrix (q a) a i j) (𝓝[>] 0) (𝓝 (deltaMatrix s i j))) ↔
      Tendsto (fun a => q a ^ 2 * a) (𝓝[>] 0) (𝓝 s) := by
  have ha : Tendsto (fun a : ℝ => a) (𝓝[>] 0) (𝓝 0) := tendsto_id.mono_left nhdsWithin_le_nhds
  have hpos : ∀ᶠ a : ℝ in 𝓝[>] 0, 0 < a := eventually_mem_nhdsWithin
  have root (h : Tendsto (fun a => (q a * a) ^ 2) (𝓝[>] 0) (𝓝 0)) :
      Tendsto (fun a => q a * a) (𝓝[>] 0) (𝓝 0) := by
    have h2 := h.sqrt
    simp only [Real.sqrt_sq_eq_abs, Real.sqrt_zero] at h2
    exact (tendsto_zero_iff_abs_tendsto_zero _).2 h2
  constructor
  · intro h
    have h10 : Tendsto (fun a => q a * Real.sinh (q a * a)) (𝓝[>] 0) (𝓝 s) := h 1 0
    -- the product `q a * a` of decay constant and width tends to zero
    have hx := root (by
      refine squeeze_zero' (Eventually.of_forall fun a => sq_nonneg _) ?_
        (by simpa using ha.mul h10)
      filter_upwards [hq, hpos] with a h1 h2
      have := mul_le_mul_of_nonneg_left (sinh_bounds (mul_pos h1 h2).le).1 (mul_pos h2 h1).le
      linarith)
    have he : Tendsto (fun a => Real.exp (-(q a * a))) (𝓝[>] 0) (𝓝 1) := by
      simpa [Function.comp_def] using (Real.continuous_exp.tendsto _).comp hx.neg
    refine tendsto_of_tendsto_of_tendsto_of_le_of_le' (by simpa using h10.mul he) h10 ?_ ?_
    · filter_upwards [hq, hpos] with a h1 h2
      have b := (sinh_bounds (mul_pos h1 h2).le).2
      have e : Real.exp (q a * a) * Real.exp (-(q a * a)) = 1 := by
        rw [← Real.exp_add, add_neg_cancel, Real.exp_zero]
      have := mul_le_mul_of_nonneg_left b (mul_pos h1 (Real.exp_pos (-(q a * a)))).le
      linear_combination this + q a ^ 2 * a * e
    · filter_upwards [hq, hpos] with a h1 h2
      have := mul_le_mul_of_nonneg_left (sinh_bounds (mul_pos h1 h2).le).1 h1.le
      linarith
  · intro h
    have hx := root (by
      have h2 := h.mul ha
      rw [mul_zero] at h2
      exact h2.congr fun a => by ring)
    have he : Tendsto (fun a => Real.exp (q a * a)) (𝓝[>] 0) (𝓝 1) := by
      simpa [Function.comp_def] using (Real.continuous_exp.tendsto _).comp hx
    have h00 : Tendsto (fun a => Real.cosh (q a * a)) (𝓝[>] 0) (𝓝 1) := by
      simpa [Function.comp_def] using (Real.continuous_cosh.tendsto _).comp hx
    have h01 : Tendsto (fun a => Real.sinh (q a * a) / q a) (𝓝[>] 0) (𝓝 0) := by
      refine squeeze_zero' ?_ ?_ (by simpa using ha.mul he)
      · filter_upwards [hq, hpos] with a h1 h2
        have hp := mul_pos h1 h2
        exact div_nonneg (hp.le.trans (sinh_bounds hp.le).1) h1.le
      · filter_upwards [hq, hpos] with a h1 h2
        rw [div_le_iff₀ h1]
        linarith [(sinh_bounds (mul_pos h1 h2).le).2]
    have h10 : Tendsto (fun a => q a * Real.sinh (q a * a)) (𝓝[>] 0) (𝓝 s) := by
      refine tendsto_of_tendsto_of_tendsto_of_le_of_le' h (by simpa using h.mul he) ?_ ?_
      · filter_upwards [hq, hpos] with a h1 h2
        have := mul_le_mul_of_nonneg_left (sinh_bounds (mul_pos h1 h2).le).1 h1.le
        linarith
      · filter_upwards [hq, hpos] with a h1 h2
        have := mul_le_mul_of_nonneg_left (sinh_bounds (mul_pos h1 h2).le).2 h1.le
        linarith
    exact Fin.forall_fin_two.2
      ⟨Fin.forall_fin_two.2 ⟨h00, h01⟩, Fin.forall_fin_two.2 ⟨h10, h00⟩⟩
```

## (e) Thin barriers are in the tunnelling regime

For $c>0$ and real $k$, show that $2c/a-k^2>0$ for all sufficiently small $a>0$.

As $a\to0^+$, $k^2a\to0<2c$. So $k^2a<2c$ eventually, and division by $a>0$ gives the inequality.

```lean
/-- At fixed wave number, a sufficiently thin barrier of height `2c/a` exceeds the energy. -/
theorem eventually_tunnelling {c : ℝ} (hc : 0 < c) (k : ℝ) :
    ∀ᶠ a in 𝓝[>] 0, 0 < 2 * c / a - k ^ 2 := by
  have h : Tendsto (fun a : ℝ => k ^ 2 * a) (𝓝[>] 0) (𝓝 (k ^ 2 * 0)) :=
    (tendsto_id.mono_left nhdsWithin_le_nhds).const_mul (k ^ 2)
  have hlt := h.eventually_lt_const (show k ^ 2 * 0 < 2 * c by linarith)
  filter_upwards [hlt, eventually_mem_nhdsWithin] with a h1 h2
  exact sub_pos.2 ((lt_div_iff₀ h2).2 h1)
```

## (f) The limit at fixed area

For $c>0$, real $k$ and $q(a)=\sqrt{2c/a-k^2}$, show that

$$B(q(a),a)\to\begin{pmatrix}1&0\\2c&1\end{pmatrix}\quad\text{entrywise as }a\to0^+.$$

By (e), $q(a)$ is eventually positive, and then $q^2a=2c-k^2a\to2c$. Part (d) finishes the argument with $s=2c$.

The limit is taken at fixed $k$ and comes without an error estimate. The condition $c>0$ means a repulsive barrier; an attractive well would need an imaginary $q$, which the real square root in `decayConstant` does not represent.

```lean
/-- As its width `a` shrinks at fixed area `2c`, the rectangular barrier's transfer matrix
tends entrywise to that of a delta scatterer of strength `2c`. -/
theorem barrier_tendsto_delta {c : ℝ} (hc : 0 < c) (k : ℝ) (i j : Fin 2) :
    Tendsto (fun a => barrierMatrix (decayConstant c k a) a i j) (𝓝[>] 0)
      (𝓝 (deltaMatrix (2 * c) i j)) := by
  have ht := eventually_tunnelling hc k
  refine (barrier_tendsto_delta_iff (ht.mono fun a h => Real.sqrt_pos.2 h)).2 ?_ i j
  have h : Tendsto (fun a : ℝ => 2 * c - k ^ 2 * a) (𝓝[>] 0) (𝓝 (2 * c - k ^ 2 * 0)) :=
    ((tendsto_id.mono_left nhdsWithin_le_nhds).const_mul (k ^ 2)).const_sub (2 * c)
  rw [mul_zero, sub_zero] at h
  refine h.congr' ?_
  filter_upwards [ht, eventually_mem_nhdsWithin] with a h1 h2
  have h3 : a ≠ 0 := ne_of_gt h2
  have e : 2 * c / a * a = 2 * c := by field_simp
  show 2 * c - k ^ 2 * a = √(2 * c / a - k ^ 2) ^ 2 * a
  rw [Real.sq_sqrt h1.le]
  linear_combination -e
```

## (g) Transmission from a real transfer matrix

Let $M$ be real with $\det M=1$, and let $r,t$ satisfy the matching equations. Show that

$$|t|^2\left[(k^2M_{01}-M_{10})^2+k^2(M_{00}+M_{11})^2\right]=4k^2.$$

Inverting $M$ gives $1+r=(M_{11}-ikM_{01})t$ and $ik(1-r)=(ikM_{00}-M_{10})t$. Multiply the first by $ik$ and add the second:

$$2ik=t\left[k^2M_{01}-M_{10}+ik(M_{00}+M_{11})\right].$$

Taking squared moduli gives the result. The code proves this last equation as `key` and then applies `Complex.normSq`, the squared modulus.

Without $\det M=1$ the formula can fail. For $M=2I$ and $k\neq0$, matching gives $r=0$ and $t=2$, so the left side is $4\cdot16k^2=64k^2$.

```lean
/-- Equation for the squared modulus `|t|²` behind a scatterer with a real transfer matrix of
determinant one, written without division. -/
theorem transmission_formula {M : Matrix (Fin 2) (Fin 2) ℝ} (hM : M.det = 1) {k : ℝ} {r t : ℂ}
    (h : Matches M k r t) :
    Complex.normSq t * ((k ^ 2 * M 0 1 - M 1 0) ^ 2 + (k * (M 0 0 + M 1 1)) ^ 2)
      = 4 * k ^ 2 := by
  obtain ⟨h1, h2⟩ := h
  rw [Matrix.det_fin_two] at hM
  have hd : (M 0 0 : ℂ) * M 1 1 - M 0 1 * M 1 0 = 1 := by exact_mod_cast hM
  -- eliminate the reflected wave
  have key : t * (((k ^ 2 * M 0 1 - M 1 0 : ℝ) : ℂ) + ((k * (M 0 0 + M 1 1) : ℝ) : ℂ) * Complex.I)
      = ((2 * k : ℝ) : ℂ) * Complex.I := by
    push_cast
    linear_combination (-(Complex.I * k * M 1 1) + M 1 0) * h1
      + (Complex.I * k * M 0 1 - M 0 0) * h2 + 2 * Complex.I * k * hd
      + M 0 1 * k ^ 2 * t * Complex.I_sq
  have hn := congrArg Complex.normSq key
  rw [Complex.normSq_mul, Complex.normSq_add_mul_I, Complex.normSq_mul,
    Complex.normSq_ofReal, Complex.normSq_I] at hn
  linear_combination hn
```

## (h) Transmission in the thin-barrier limit

Let $c>0$, and let $r(a),t(a)$ match the barrier of (f) for all sufficiently small $a>0$. Show that

$$|t(a)|^2\to\frac{k^2}{k^2+c^2}.$$

By (f), the bracket in (g) tends to $(-2c)^2+(2k)^2=4(k^2+c^2)$, which is positive. By (b), the formula in (g) applies to the barrier, so $|t(a)|^2$ is $4k^2$ divided by that bracket, and the limit follows. The amplitudes are assumed to exist; for $k>0$, $|t|^2$ is the transmission probability of a wave incident from the left.

```lean
/-- In the thin-barrier limit at fixed area `2c`, the squared modulus `|t|²` tends to `k² / (k² +
c²)`. -/
theorem transmission_tendsto {c : ℝ} (hc : 0 < c) (k : ℝ) {r t : ℝ → ℂ}
    (h : ∀ᶠ a in 𝓝[>] 0, Matches (barrierMatrix (decayConstant c k a) a) k (r a) (t a)) :
    Tendsto (fun a => Complex.normSq (t a)) (𝓝[>] 0) (𝓝 (k ^ 2 / (k ^ 2 + c ^ 2))) := by
  have L := barrier_tendsto_delta hc k
  have hD := ((((L 0 1).const_mul (k ^ 2)).sub (L 1 0)).pow 2).add
    ((((L 0 0).add (L 1 1)).const_mul k).pow 2)
  have hL : (k ^ 2 * deltaMatrix (2 * c) 0 1 - deltaMatrix (2 * c) 1 0) ^ 2
      + (k * (deltaMatrix (2 * c) 0 0 + deltaMatrix (2 * c) 1 1)) ^ 2
      = 4 * (k ^ 2 + c ^ 2) := by
    simp only [deltaMatrix, Matrix.of_apply, Matrix.cons_val', Matrix.cons_val_zero,
      Matrix.cons_val_one, Matrix.cons_val_fin_one]
    ring
  rw [hL] at hD
  have hne : 4 * (k ^ 2 + c ^ 2) ≠ 0 := by positivity
  have hT := (tendsto_const_nhds (x := 4 * k ^ 2)).div hD hne
  rw [mul_div_mul_left _ _ (four_ne_zero' ℝ)] at hT
  refine hT.congr' ?_
  filter_upwards [h, eventually_tunnelling hc k, hD.eventually_ne hne] with a h1 h2 h3
  have hdet := barrier_det (ne_of_gt (Real.sqrt_pos.2 h2)) a
  exact (eq_div_of_mul_eq h3 (transmission_formula hdet h1)).symm

end

end BarrierToDelta
```

```lean
#print axioms BarrierToDelta.barrier_propagates
#print axioms BarrierToDelta.barrier_tendsto_delta
#print axioms BarrierToDelta.transmission_tendsto
```

```
'BarrierToDelta.barrier_propagates' depends on axioms: [propext, Classical.choice, Quot.sound]
'BarrierToDelta.barrier_tendsto_delta' depends on axioms: [propext, Classical.choice, Quot.sound]
'BarrierToDelta.transmission_tendsto' depends on axioms: [propext, Classical.choice, Quot.sound]
```
